# Nonzero antisymmetric polynomials of N particles in three dimensions have degree at least N − 1, attained exactly when N ≤ 4

## Two particles

Take two particles of the same spin on a line, with coordinates $x_0$ and $x_1$, and a polynomial $p(x_0,x_1)$ that changes sign when they are exchanged. A constant term $c$ is unchanged by the exchange, so $c=-c$ and $c=0$. The same argument removes $x_0x_1$ and every other monomial in which both particles carry the same exponent. What remains has degree at least one, and $x_0-x_1$ attains it.

With more particles, each pair imposes this condition. The exponents of different particles must all differ, as if monomials were orbitals to be filled once each. Three dimensions offer one orbital of degree zero and three of degree one. Four particles fit into these, with total degree three. A fifth needs degree at least two.

## What is claimed

Let $N$ particles move in $d$ dimensions, and let $x_{i,k}$ be component $k$ of particle $i$, both counted from zero. The polynomial $p$ has real coefficients, and antisymmetry means that exchanging any two different particles turns $p$ into $-p$. Let $D$ be the total degree of a monomial that occurs in $p$. Then

$$N\le D+1,\qquad 2N\le D+d+2 .$$

For $N=n+1$ particles, a nonzero antisymmetric polynomial that is homogeneous of degree $n$ exists if and only if $n\le d$. For $d=3$ this means at most four particles.

The bounds also limit the size of $p$ near a multiple coalescence. If all particles approach a common point $R$ along straight lines, with positions $R+t\,x_i$ and $|t|\le1$, then $|p|\le K|t|^m$ for every $m$ with $m+1\le N$ or $m+d+2\le 2N$. The constant $K$ may depend on $p$, $R$ and the directions $x_i$, but not on $t$.

For same-spin electrons, this gives a minimum order to which the Pauli principle makes the wavefunction vanish where all of them meet, within a model whose wavefunction is a polynomial times a symmetric Gaussian. The Gaussian makes the wavefunction normalisable and, being at most 1, preserves the estimate. Coulomb wavefunctions also contain interparticle distances and can contain logarithms, which this model leaves out.

## Counting exponents

Write a monomial as $\prod_{i,k}x_{i,k}^{m_{i,k}}$. If particles $i\neq j$ had $m_{i,k}=m_{j,k}$ for all $k$, their exchange would leave the monomial unchanged. Its coefficient would equal its own negative and vanish. In a monomial that occurs, the exponent vectors of the particles are therefore pairwise different.

Let $D_i=\sum_k m_{i,k}$, so that $D=\sum_i D_i$. Let $z$ be the number of particles with $D_i=0$ and $u$ the number with $D_i=1$. Only the zero vector has degree zero, and only the $d$ unit vectors have degree one, so $z\le1$ and $u\le d$. With $[\,\cdot\,]$ equal to 1 if the condition holds and 0 otherwise, every particle satisfies

$$1\le D_i+[D_i=0],\qquad 2\le D_i+2[D_i=0]+[D_i=1].$$

Summing over $i$ gives $N\le D+z\le D+1$ and $2N\le D+2z+u\le D+d+2$. If $N=n+1$ and $D=n$, the second bound reads $2n+2\le n+d+2$, that is, $n\le d$.

## A determinant that attains the bound

For $n\le d$, take the $(n+1)\times(n+1)$ Slater matrix whose row $i$ is

$$(1,\;x_{i,0},\;\dots,\;x_{i,n-1}).$$

Exchanging two particles exchanges two rows, so the determinant changes sign. Each term of its expansion contains one factor 1 and $n$ coordinates, so it is homogeneous of degree $n$. To see that it is nonzero, put particle 0 at the origin and particle $i\ge1$ at the unit vector along component $i-1$. The matrix is then lower triangular with unit diagonal, and the determinant is 1.

## Approaching the common point

Let $q(y)=p(R+y)$, where $R$ is added to the position of every particle. A common displacement commutes with exchanges, so $q$ is antisymmetric and obeys the degree bounds. Write $c_s$ for its coefficients and $D_s$ for the total degree of the exponents $s$. Then

$$p(R+tx)=q(tx)=\sum_s c_s\,t^{D_s}\prod_{i,k}x_{i,k}^{s_{i,k}} .$$

Every $D_s$ that occurs is at least $m$, and $|t|\le1$ gives $|t|^{D_s}\le|t|^m$. Hence $K=\sum_s|c_s\prod_{i,k} x_{i,k}^{s_{i,k}}|$ suffices. In three dimensions the guaranteed order is 1, 2, 3 and 5 for two, three, four and five particles.

## Small cases and missing hypotheses

A single particle has no exchange to satisfy, so $p=1$ is antisymmetric and has degree $n=0$. On a line, $d=1$, three particles already exceed the limit: the second bound requires degree 3, which $(x_0-x_1)(x_0-x_2)(x_1-x_2)$ attains.

Antisymmetry under only one exchange is not enough for the degree bound. For three particles, $x_{0,0}-x_{1,0}$ changes sign when particles 0 and 1 are exchanged, yet it has degree 1 instead of at least 2. Physically, particle 2 could have the opposite spin.

The existence statement needs $p\ne0$, since the zero polynomial is antisymmetric and homogeneous of every degree. The estimate in $t$ needs some bound on $t$: for $p=(x_0-x_1)^3$ with $R=0$ and directions $1$ and $0$, no single $K$ gives $|t|^3\le K|t|$ for all real $t$.

## Reading the Lean statements

The type `MvPolynomial (Fin N × Fin d) ℝ` contains the polynomials whose variables are labelled by particle and Cartesian component. Spin does not appear: all particles are taken to be in the same spin state, so the spatial polynomial carries the whole antisymmetry. `exchange i j` swaps two particle labels and keeps the component, and `Antisymmetric p` requires the sign change for every `i ≠ j`.

A monomial is given by its exponents `m`. It occurs when `coeff m p ≠ 0`, and its total degree is `∑ q, m q`. The theorem `same_spin_coalescence` writes the particle number as `n + 1`, which includes every $N\ge1$ and avoids subtraction of natural numbers. Its first part is the lower bound $N-1$, and its second part is the existence criterion `n + 1 ≤ 4`. The orbitals in `slaterMatrix` are the constant 1 and the components $0,\dots,n-1$.

In `coalescence_suppression`, `m` is the guaranteed order in $t$. The quantifiers place `K` before `t`, so one constant serves the whole approach. The theorem gives an upper bound, and $p$ may vanish faster. For four particles on a line it always does: the theorem guarantees order 5, but four different exponents add up to at least $0+1+2+3=6$.

```lean
import Mathlib

open MvPolynomial

namespace MultipleCoalescence

noncomputable section

variable {N d : ℕ}

/-- Exchange of the particles `i` and `j`, acting on the labels (particle, component)
of the coordinates. -/
def exchange (i j : Fin N) : Fin N × Fin d ≃ Fin N × Fin d :=
  (Equiv.swap i j).prodCongr (Equiv.refl _)

/-- A polynomial in the coordinates of `N` particles in `d` dimensions is antisymmetric if
the exchange of any two different particles reverses its sign. -/
def Antisymmetric (p : MvPolynomial (Fin N × Fin d) ℝ) : Prop :=
  ∀ i j, i ≠ j → rename (exchange i j) p = -p

/-- Pauli principle for monomials: in a monomial that occurs in an antisymmetric polynomial,
different particles carry different exponents. -/
theorem pauli_exponents {p : MvPolynomial (Fin N × Fin d) ℝ} (hp : Antisymmetric p)
    {m : Fin N × Fin d →₀ ℕ} (hm : coeff m p ≠ 0) :
    Function.Injective (fun (i : Fin N) (k : Fin d) => m (i, k)) := by
  intro i j hij
  by_contra hne
  have hk : ∀ k, m (i, k) = m (j, k) := fun k => congrFun hij k
  -- the monomial is unchanged by the exchange, so its coefficient equals its own negative
  have hfix : Finsupp.mapDomain (exchange i j) m = m := by
    ext q
    obtain ⟨⟨a, k⟩, rfl⟩ := (exchange (d := d) i j).surjective q
    rw [Finsupp.mapDomain_apply (exchange i j).injective]
    change m (a, k) = m (Equiv.swap i j a, k)
    by_cases hi : a = i
    · rw [hi, Equiv.swap_apply_left, hk]
    · by_cases hj : a = j
      · rw [hj, Equiv.swap_apply_right, hk]
      · rw [Equiv.swap_apply_of_ne_of_ne hi hj]
  have h := coeff_rename_mapDomain (exchange i j) (exchange i j).injective p m
  rw [hfix, hp i j hne, coeff_neg] at h
  exact hm (by linarith)

/-- Shell filling: if `N` particles carry pairwise different exponents in `d` dimensions, the
total degree `D` satisfies `N ≤ D + 1` and `2 N ≤ D + d + 2`. -/
theorem shell_filling (a : Fin N → Fin d → ℕ) (ha : Function.Injective a) :
    N ≤ (∑ i, ∑ k, a i k) + 1 ∧ 2 * N ≤ (∑ i, ∑ k, a i k) + (d + 2) := by
  -- at most one particle has degree zero
  have h0 : (Finset.univ.filter fun i => ∑ k, a i k = 0).card ≤ 1 := by
    refine Finset.card_le_one.2 fun i hi j hj => ha (funext fun k => ?_)
    have hi' := Finset.sum_eq_zero_iff.1 (Finset.mem_filter.1 hi).2 k (Finset.mem_univ k)
    have hj' := Finset.sum_eq_zero_iff.1 (Finset.mem_filter.1 hj).2 k (Finset.mem_univ k)
    rw [hi', hj']
  -- at most `d` particles have degree one
  have h1 : (Finset.univ.filter fun i => ∑ k, a i k = 1).card ≤ d := by
    rw [← Finset.card_image_of_injective _ ha]
    have hsub : (Finset.univ.filter fun i => ∑ k, a i k = 1).image a ⊆
        Finset.univ.image (fun k : Fin d => (Pi.single k 1 : Fin d → ℕ)) := by
      intro f hf
      obtain ⟨i, hi, rfl⟩ := Finset.mem_image.1 hf
      have hs := (Finset.mem_filter.1 hi).2
      obtain ⟨k, hk⟩ : ∃ k, a i k ≠ 0 := by
        by_contra hc
        push Not at hc
        simp [hc] at hs
      have he := Finset.add_sum_erase Finset.univ (a i) (Finset.mem_univ k)
      have hz : ∑ l ∈ Finset.univ.erase k, a i l = 0 := by omega
      refine Finset.mem_image.2 ⟨k, Finset.mem_univ k, funext fun l => ?_⟩
      by_cases hl : l = k
      · subst hl
        rw [Pi.single_eq_same]
        omega
      · rw [Pi.single_eq_of_ne hl]
        exact (Finset.sum_eq_zero_iff.1 hz l
          (Finset.mem_erase.2 ⟨hl, Finset.mem_univ l⟩)).symm
    exact (Finset.card_le_card hsub).trans (Finset.card_image_le.trans (by simp))
  rw [Finset.card_filter] at h0 h1
  have s1 : ∑ _i : Fin N, 1 ≤ ∑ i, ((∑ k, a i k) + if ∑ k, a i k = 0 then 1 else 0) :=
    Finset.sum_le_sum fun i _ => by split_ifs <;> omega
  have s2 : ∑ _i : Fin N, 2 ≤ ∑ i, ((∑ k, a i k) + 2 * (if ∑ k, a i k = 0 then 1 else 0)
      + if ∑ k, a i k = 1 then 1 else 0) :=
    Finset.sum_le_sum fun i _ => by split_ifs <;> omega
  simp only [Finset.sum_add_distrib, ← Finset.mul_sum, Finset.sum_const, Finset.card_univ,
    Fintype.card_fin, smul_eq_mul] at s1 s2
  constructor <;> omega

/-- Every monomial of an antisymmetric polynomial of `N` particles in `d` dimensions has a
total degree `D` with `N ≤ D + 1` and `2 N ≤ D + d + 2`. -/
theorem degree_bounds {p : MvPolynomial (Fin N × Fin d) ℝ} (hp : Antisymmetric p)
    {m : Fin N × Fin d →₀ ℕ} (hm : coeff m p ≠ 0) :
    N ≤ (∑ q, m q) + 1 ∧ 2 * N ≤ (∑ q, m q) + (d + 2) := by
  rw [Fintype.sum_prod_type]
  exact shell_filling _ (pauli_exponents hp hm)

/-- The Slater matrix of `n + 1` particles for `n ≤ d`; the orbitals are the constant `1` and the
first `n` Cartesian components. -/
def slaterMatrix {n : ℕ} (h : n ≤ d) :
    Matrix (Fin (n + 1)) (Fin (n + 1)) (MvPolynomial (Fin (n + 1) × Fin d) ℝ) :=
  Matrix.of fun i => Fin.cons (α := fun _ => MvPolynomial (Fin (n + 1) × Fin d) ℝ)
    1 (fun k => X (i, Fin.castLE h k))

/-- For `n ≤ d` the determinant of `slaterMatrix` is nonzero, antisymmetric and homogeneous of
degree `n`. -/
theorem slater_det {n : ℕ} (h : n ≤ d) :
    (slaterMatrix h).det ≠ 0 ∧ Antisymmetric (slaterMatrix h).det ∧
      (slaterMatrix h).det.IsHomogeneous n := by
  refine ⟨fun h0 => ?_, fun a b hab => ?_, ?_⟩
  · -- at this configuration the matrix is triangular with unit diagonal
    let x : Fin (n + 1) × Fin d → ℝ := fun q => if q.1.val = q.2.val + 1 then 1 else 0
    have e0 : ∀ i, (eval x).mapMatrix (slaterMatrix h) i 0 = 1 := fun i => by
      simp [slaterMatrix]
    have es : ∀ i (k : Fin n), (eval x).mapMatrix (slaterMatrix h) i k.succ =
        if i.val = k.val + 1 then 1 else 0 := fun i k => by
      simp [slaterMatrix, x]
    have hdet := RingHom.map_det (eval x) (slaterMatrix h)
    rw [h0, map_zero, Matrix.det_of_isLowerTriangular, Finset.prod_eq_one] at hdet
    · exact zero_ne_one hdet
    · intro i _
      induction i using Fin.cases with
      | zero => exact e0 0
      | succ k => rw [es, if_pos (Fin.val_succ k)]
    · intro i j hij
      have hlt : i < j := hij
      induction j using Fin.cases with
      | zero => exact absurd hlt (Fin.not_lt_zero i)
      | succ k =>
        rw [es, if_neg]
        have := Fin.lt_def.1 hlt
        rw [Fin.val_succ] at this
        omega
  · -- exchanging two particles exchanges two rows
    have hM : (rename (R := ℝ) (exchange a b)).mapMatrix (slaterMatrix h) =
        (slaterMatrix h).submatrix (Equiv.swap a b) id := by
      ext1 i j
      induction j using Fin.cases with
      | zero => simp [slaterMatrix]
      | succ k => simp [slaterMatrix, exchange]
    rw [AlgHom.map_det, hM, Matrix.det_permute, Equiv.Perm.sign_swap hab]
    simp
  · rw [Matrix.det_apply]
    refine IsHomogeneous.sum _ _ _ fun σ _ => ?_
    have hp : (∏ i, slaterMatrix h (σ i) i).IsHomogeneous n := by
      have hX := IsHomogeneous.prod Finset.univ
        (fun k : Fin n => (X (σ k.succ, Fin.castLE h k) : MvPolynomial _ ℝ))
        (fun _ => 1) (fun k _ => isHomogeneous_X ℝ _)
      simp only [Finset.sum_const, Finset.card_univ, Fintype.card_fin, smul_eq_mul,
        mul_one] at hX
      rw [Fin.prod_univ_succ]
      simpa only [slaterMatrix, Matrix.of_apply, Fin.cons_zero, Fin.cons_succ, one_mul] using hX
    rcases Int.units_eq_one_or (Equiv.Perm.sign σ) with hs | hs
    · rw [hs, one_smul]
      exact hp
    · rw [hs, Units.neg_smul, one_smul]
      exact (homogeneousSubmodule _ ℝ n).neg_mem hp

/-- For `n + 1` particles in `d` dimensions, a nonzero antisymmetric polynomial that is
homogeneous of degree `n` exists if and only if `n ≤ d`. -/
theorem lowest_degree_iff (n d : ℕ) :
    (∃ p : MvPolynomial (Fin (n + 1) × Fin d) ℝ,
      p ≠ 0 ∧ Antisymmetric p ∧ p.IsHomogeneous n) ↔ n ≤ d := by
  refine ⟨?_, fun h => ⟨_, slater_det h⟩⟩
  rintro ⟨p, h0, ha, hh⟩
  obtain ⟨m, hm⟩ := ne_zero_iff.1 h0
  have hd := hh hm
  rw [Finsupp.weight_apply, Finsupp.sum_fintype] at hd
  · simp only [Pi.one_apply, smul_eq_mul, mul_one] at hd
    have := (degree_bounds ha hm).2
    omega
  · intro i
    simp

/-- In three dimensions every monomial of an antisymmetric polynomial of `n + 1` particles has
total degree at least `n`, and a nonzero homogeneous one of degree `n` exists if and only if
there are at most four particles. -/
theorem same_spin_coalescence (n : ℕ) :
    (∀ p : MvPolynomial (Fin (n + 1) × Fin 3) ℝ, Antisymmetric p →
      ∀ m, coeff m p ≠ 0 → n ≤ ∑ q, m q) ∧
    ((∃ p : MvPolynomial (Fin (n + 1) × Fin 3) ℝ,
      p ≠ 0 ∧ Antisymmetric p ∧ p.IsHomogeneous n) ↔ n + 1 ≤ 4) := by
  refine ⟨fun p hp m hm => ?_, (lowest_degree_iff n 3).trans (by omega)⟩
  have := (degree_bounds hp hm).1
  omega

/-- The polynomial seen from the point `R`: every particle is displaced by `R`. -/
def translate (R : Fin d → ℝ) (p : MvPolynomial (Fin N × Fin d) ℝ) :
    MvPolynomial (Fin N × Fin d) ℝ :=
  aeval (fun q => C (R q.2) + X q) p

/-- A common displacement of all particles preserves antisymmetry. -/
theorem translate_antisymmetric (R : Fin d → ℝ) {p : MvPolynomial (Fin N × Fin d) ℝ}
    (hp : Antisymmetric p) : Antisymmetric (translate R p) := by
  intro i j hij
  have h : (rename (exchange i j)).comp
        (aeval (fun q : Fin N × Fin d => (C (R q.2) + X q : MvPolynomial _ ℝ))) =
      (aeval (fun q : Fin N × Fin d => (C (R q.2) + X q : MvPolynomial _ ℝ))).comp
        (rename (exchange i j)) :=
    algHom_ext fun q => by simp [exchange]
  have h' := DFunLike.congr_fun h p
  simp only [AlgHom.comp_apply, hp i j hij, map_neg] at h'
  exact h'

/-- When all `N` particles approach a common point `R` along straight lines, `R + t xᵢ` with
`|t| ≤ 1`, an antisymmetric polynomial is bounded by a constant times `|t| ^ m`, for every `m`
with `m + 1 ≤ N` or `m + d + 2 ≤ 2 N`. -/
theorem coalescence_suppression {p : MvPolynomial (Fin N × Fin d) ℝ} (hp : Antisymmetric p)
    (R : Fin d → ℝ) (x : Fin N × Fin d → ℝ) {m : ℕ}
    (hm : m + 1 ≤ N ∨ m + (d + 2) ≤ 2 * N) :
    ∃ K : ℝ, ∀ t : ℝ, |t| ≤ 1 → |eval (fun q => R q.2 + t * x q) p| ≤ K * |t| ^ m := by
  have hE : ∀ (y : Fin N × Fin d → ℝ) (r : MvPolynomial (Fin N × Fin d) ℝ),
      eval y (translate R r) = eval (fun q => R q.2 + y q) r := by
    intro y r
    unfold translate
    induction r using MvPolynomial.induction_on with
    | C a => simp
    | add r s hr hs => simp only [map_add, hr, hs]
    | mul_X r q hr => simp only [map_mul, hr, aeval_X, map_add, eval_C, eval_X]
  refine ⟨∑ s ∈ (translate R p).support,
    |coeff s (translate R p) * ∏ q, x q ^ s q|, fun t ht => ?_⟩
  rw [← hE (fun q => t * x q) p, eval_eq', Finset.sum_mul]
  refine (Finset.abs_sum_le_sum_abs _ _).trans (Finset.sum_le_sum fun s hs => ?_)
  -- each monomial scales with its total degree, which is at least `m`
  have hb := degree_bounds (translate_antisymmetric R hp) (mem_support_iff.1 hs)
  have hdeg : m ≤ ∑ q, s q := by omega
  have e : coeff s (translate R p) * ∏ q, (t * x q) ^ s q =
      (coeff s (translate R p) * ∏ q, x q ^ s q) * t ^ (∑ q, s q) := by
    simp only [mul_pow, Finset.prod_mul_distrib, Finset.prod_pow_eq_pow_sum]
    ring
  rw [e, abs_mul, abs_pow]
  exact mul_le_mul_of_nonneg_left (pow_le_pow_of_le_one (abs_nonneg t) ht hdeg) (abs_nonneg _)

end

end MultipleCoalescence
```

```lean
#print axioms MultipleCoalescence.same_spin_coalescence
#print axioms MultipleCoalescence.coalescence_suppression
```

```
'MultipleCoalescence.same_spin_coalescence' depends on axioms: [propext, Classical.choice, Quot.sound]
'MultipleCoalescence.coalescence_suppression' depends on axioms: [propext, Classical.choice, Quot.sound]
```

## From exponents to the degree criterion in Lean

`pauli_exponents` assumes two equal exponent vectors for different particles. The step `hfix` shows that the exchange fixes the monomial, and `coeff_rename_mapDomain` compares its coefficients before and after. Antisymmetry then makes the coefficient equal to its negative, and `linarith` closes the contradiction.

`shell_filling` is the counting argument. `h0` is $z\le1$. `h1` is $u\le d$, obtained by placing the exponent vectors of degree one among the unit vectors `Pi.single k 1`. The sums `s1` and `s2` add up the two inequalities for single particles, which are checked by cases, and `omega` combines the results. `degree_bounds` applies this to a monomial of $p$.

The three parts of `slater_det` follow the determinant argument. The first evaluates at the triangular configuration, the second uses `Matrix.det_permute` for the exchanged rows, and the third expands the determinant and checks the degree of each product. In `lowest_degree_iff` this determinant supplies the existence direction. For the converse, a nonzero polynomial has some monomial with nonzero coefficient, homogeneity fixes its degree at $n$, and the second degree bound gives $n\le d$. Setting $d=3$ and adding the first bound yields `same_spin_coalescence`.

## The displaced polynomial in Lean

`translate` replaces each variable by itself plus the matching component of $R$. `translate_antisymmetric` compares displacement followed by exchange with the reverse order; it suffices to check single variables, because both maps are algebra homomorphisms.

In `coalescence_suppression`, `hE` identifies the value of the translated polynomial with $p(R+y)$. The triangle inequality separates the monomials, `e` extracts the power of $t$ from each, and `pow_le_pow_of_le_one` uses $|t|\le1$ to replace that power by $|t|^m$.
